# Wigner's 2n+1 rule for a stationary energy with Lipschitz gradient

Suppose the orbitals of a molecule in a weak field of strength t are known only through order n. If the energy were not stationary at the relaxed orbitals, an orbital error of order t^(n+1) would in general cause an energy error of the same order. Direct evaluation of a third-order energy would then in general call for orbital responses through third order, with a further set of response equations to solve at each order.

A variational energy does better. If it is stationary at the relaxed orbitals and its gradient is Lipschitz in the orbital parameters, with one constant for all weak fields, the energy error is at most of order t^(2n+2). Orbital responses through order n therefore fix the energy through order 2n+1. In coupled-perturbed Hartree-Fock theory, first-order responses suffice for the third-order energy, and so for the static first hyperpolarizability, provided that the orbital parametrisation is unconstrained and meets these conditions near zero field.

## The energy error is quadratic in the orbital error

Let E(x,t) be the energy at orbital parameters x and field t, let x*(t) be the relaxed parameters, and let y(t) be trial parameters. Write DE for the derivative of E with respect to x. Assume that DE vanishes at x*(t) and is L-Lipschitz on a convex region containing x*(t) and y(t).

Fix t, set d = y − x*, and follow the energy along the segment from x* to y:

φ(s) = E(x* + s d, t), 0 ≤ s ≤ 1.

By the chain rule φ′(s) = DE(x* + s d)[d]. Since DE(x*) = 0, nothing changes if it is subtracted:

|φ′(s)| = |(DE(x* + s d) − DE(x*))[d]| ≤ L ‖s d‖ ‖d‖ = L ‖d‖² s.

Hence φ(s) − L‖d‖² s²/2 has slope at most zero and cannot increase. Comparing s = 1 with s = 0 gives φ(1) − φ(0) ≤ L‖d‖²/2. The same argument for −φ gives the opposite bound, so

|E(y,t) − E(x*,t)| ≤ L ‖y − x*‖²/2.

If ‖y(t) − x*(t)‖ ≤ C |t|^(n+1), it follows that

|E(y(t),t) − E(x*(t),t)| ≤ L C² t^(2n+2)/2.

## Equal coefficients through order 2n+1

Take for y(t) the truncated response series

y_n(t) = x_0 + t x_1 + … + t^n x_n,

and suppose that the trial energy has an expansion

E(y_n(t),t) = Σ_{k<2n+2} a_k t^k + O(t^(2n+2)).

If the bound above holds with the same L and C for all small t, the relaxed energy differs from the trial energy by O(t^(2n+2)), so it has the same expansion.

These coefficients are unique. If b_k also served for the relaxed energy, then c_k = b_k − a_k would satisfy

|Σ_{k<N} c_k t^k| ≤ K |t|^N, N = 2n+2,

near t = 0. Letting t → 0 gives c_0 = 0. Dividing by |t| leaves the same inequality with N − 1 terms and the power N − 1, and repeating the step removes every coefficient.

A harmonic model shows that the bound can be attained:

E(x,t) = L x²/2 − L C t^(n+1) x.

Its derivative L(x − C t^(n+1)) vanishes at x* = C t^(n+1), where the energy is −L C² t^(2n+2)/2. The unrelaxed choice y = 0 has energy zero. For L, C > 0 the two energies already differ at order 2n+2.

## Orbital parameters and energy expansions in Lean

The parameters live in a real normed space `V`, which may be R^m but need not be finite-dimensional.

```lean
import Mathlib

open Filter Topology

namespace WignerRule

noncomputable section

variable {V : Type*} [NormedAddCommGroup V] [NormedSpace ℝ V]
```

The next structure collects the conditions at one fixed field. Its `x₀` is the stationary point x*, not the series coefficient x_0. The gradient is the Fréchet derivative `fderiv ℝ E x`, a linear functional measured in the operator norm. The constant `L` bounds how fast the gradient changes, and so limits the curvature of the energy in the region `S`; any larger constant would also serve. Only stationarity is required, so a saddle point is allowed. The condition `diff` gives `stationary` its meaning, because Lean sets `fderiv` to zero where no derivative exists.

```lean
/-- At fixed field, the energy `E` is differentiable on a convex region `S` of orbital
parameters, its gradient is `L`-Lipschitz there, and the gradient vanishes at `x₀ ∈ S`. -/
structure IsStationaryOn (E : V → ℝ) (S : Set V) (L : ℝ) (x₀ : V) : Prop where
  convex : Convex ℝ S
  mem : x₀ ∈ S
  nonneg : 0 ≤ L
  diff : ∀ x ∈ S, DifferentiableAt ℝ E x
  lipschitz : ∀ x ∈ S, ∀ y ∈ S, ‖fderiv ℝ E x - fderiv ℝ E y‖ ≤ L * ‖x - y‖
  stationary : fderiv ℝ E x₀ = 0
```

The series y_n(t) is a finite sum. `Finset.range (n + 1)` runs over k = 0, …, n, and `x k` multiplies t^k directly, with any factor 1/k! absorbed into it.

```lean
/-- The orbital response series through order `n` in the field strength `t`. -/
def orbitalResponse (x : ℕ → V) (n : ℕ) (t : ℝ) : V :=
  ∑ k ∈ Finset.range (n + 1), t ^ k • x k
```

An energy expansion follows the same convention. `HasExpansion f a N` uses the coefficients below order `N` and bounds the remainder by a constant times |t|^N near zero field. It does not require `f` to be differentiable at nonzero fields.

```lean
/-- Near zero field, `f t` equals the sum of `a k * t ^ k` over `k < N` up to an error
of order `t ^ N`. -/
def HasExpansion (f : ℝ → ℝ) (a : ℕ → ℝ) (N : ℕ) : Prop :=
  ∃ K δ : ℝ, 0 < δ ∧ ∀ t : ℝ, |t| < δ →
    |f t - ∑ k ∈ Finset.range N, a k * t ^ k| ≤ K * |t| ^ N
```

## The quadratic bound along a segment

The first lemma is the comparison with a parabola. `hd` computes the slope of φ(s) − K s²/2, `hanti` concludes that this function does not increase, and the last lines compare the endpoints.

```lean
/-- A function on the unit interval whose slope at `s` is at most `K * s` grows by at
most `K / 2`. -/
theorem increment_le_half {φ φ' : ℝ → ℝ} {K : ℝ}
    (hφ : ∀ s ∈ Set.Icc (0 : ℝ) 1, HasDerivAt φ (φ' s) s)
    (hK : ∀ s ∈ Set.Icc (0 : ℝ) 1, φ' s ≤ K * s) : φ 1 - φ 0 ≤ K / 2 := by
  have hd : ∀ s ∈ Set.Icc (0 : ℝ) 1,
      HasDerivAt (fun u => φ u - K / 2 * (u * u)) (φ' s - K * s) s := by
    intro s hs
    have h2 := ((hasDerivAt_id' s).fun_mul (hasDerivAt_id' s)).const_mul (K / 2)
    exact ((hφ s hs).fun_sub h2).congr_deriv (by ring)
  -- subtracting the parabola leaves a nonincreasing function
  have hanti : AntitoneOn (fun u => φ u - K / 2 * (u * u)) (Set.Icc (0 : ℝ) 1) :=
    antitoneOn_of_deriv_nonpos (convex_Icc 0 1)
      (fun s hs => (hd s hs).continuousAt.continuousWithinAt)
      (fun s hs => (hd s (interior_subset hs)).differentiableAt.differentiableWithinAt)
      (fun s hs => by
        rw [(hd s (interior_subset hs)).deriv]
        linarith [hK s (interior_subset hs)])
  have h : φ 1 - K / 2 * (1 * 1) ≤ φ 0 - K / 2 * (0 * 0) :=
    hanti (Set.left_mem_Icc.mpr zero_le_one) (Set.right_mem_Icc.mpr zero_le_one) zero_le_one
  linarith
```

In the energy estimate, `hmem` uses convexity to keep the segment inside `S`, `hder` is the chain rule, and `hbound` is the inequality |φ′(s)| ≤ L‖d‖² s. The parabola lemma is then applied to φ for `hup` and to −φ for `hlow`.

```lean
/-- The energy error of trial orbitals in the region `S` is at most `L / 2` times the square of
their distance from the stationary point. -/
theorem energy_error_le {E : V → ℝ} {S : Set V} {L : ℝ} {x₀ y : V}
    (h : IsStationaryOn E S L x₀) (hy : y ∈ S) :
    |E y - E x₀| ≤ L / 2 * ‖y - x₀‖ ^ 2 := by
  have hmem : ∀ s ∈ Set.Icc (0 : ℝ) 1, x₀ + s • (y - x₀) ∈ S :=
    fun s hs => h.convex.add_smul_sub_mem h.mem hy hs
  -- slope of the energy along the segment from `x₀` to `y`
  have hder : ∀ s ∈ Set.Icc (0 : ℝ) 1, HasDerivAt (fun u : ℝ => E (x₀ + u • (y - x₀)))
      (fderiv ℝ E (x₀ + s • (y - x₀)) (y - x₀)) s := by
    intro s hs
    have hline := ((hasDerivAt_id' s).smul_const (y - x₀)).const_add x₀
    rw [one_smul] at hline
    exact (h.diff _ (hmem s hs)).hasFDerivAt.comp_hasDerivAt s hline
  have hbound : ∀ s ∈ Set.Icc (0 : ℝ) 1,
      |fderiv ℝ E (x₀ + s • (y - x₀)) (y - x₀)| ≤ L * ‖y - x₀‖ ^ 2 * s := by
    intro s hs
    have h1 := h.lipschitz _ (hmem s hs) _ h.mem
    rw [h.stationary, sub_zero, add_sub_cancel_left, norm_smul,
      Real.norm_of_nonneg hs.1] at h1
    calc |fderiv ℝ E (x₀ + s • (y - x₀)) (y - x₀)|
        ≤ ‖fderiv ℝ E (x₀ + s • (y - x₀))‖ * ‖y - x₀‖ := by
          rw [← Real.norm_eq_abs]
          exact ContinuousLinearMap.le_opNorm _ _
      _ ≤ L * (s * ‖y - x₀‖) * ‖y - x₀‖ := by gcongr
      _ = L * ‖y - x₀‖ ^ 2 * s := by ring
  have hup := increment_le_half hder (fun s hs => (le_abs_self _).trans (hbound s hs))
  have hlow := increment_le_half (fun s hs => (hder s hs).fun_neg)
    (fun s hs => (neg_le_abs _).trans (hbound s hs))
  simp only [one_smul, zero_smul, add_zero, add_sub_cancel] at hup hlow
  rw [abs_le]
  constructor <;> linarith
```

Inserting the orbital error gives the explicit bound at a single field value `t`. The absolute value disappears because the exponent 2n+2 is even.

```lean
/-- When the energy is stationary at the relaxed orbitals and has an `L`-Lipschitz gradient on a
convex region containing both sets of orbitals, trial orbitals in error by at most `C * |t| ^ (n +
1)` give an energy in error by at most `L * C ^ 2 * t ^ (2 * n + 2) / 2`. -/
theorem wigner_bound {E : V → ℝ → ℝ} {S : Set V} {L C t : ℝ} {xs y : ℝ → V} {n : ℕ}
    (h : IsStationaryOn (fun x => E x t) S L (xs t)) (hy : y t ∈ S)
    (hC : ‖y t - xs t‖ ≤ C * |t| ^ (n + 1)) :
    |E (y t) t - E (xs t) t| ≤ L * C ^ 2 * t ^ (2 * n + 2) / 2 := by
  have hL := h.nonneg
  have ht : (|t| ^ (n + 1)) ^ 2 = t ^ (2 * n + 2) := by
    rw [← abs_pow, sq_abs]
    ring
  calc |E (y t) t - E (xs t) t| ≤ L / 2 * ‖y t - xs t‖ ^ 2 := energy_error_le h hy
    _ ≤ L / 2 * (C * |t| ^ (n + 1)) ^ 2 := by gcongr
    _ = L * C ^ 2 * t ^ (2 * n + 2) / 2 := by
      rw [mul_pow, ht]
      ring
```

## Uniqueness and the rule itself

The coefficient lemma is an induction on `N`. `h0` obtains c_0 = 0 as a limit through nonzero fields. The identity `e` then factors out t, and cancelling |t| leaves the induction hypothesis for the shifted coefficients.

```lean
/-- A polynomial in the field with terms below order `N` that is itself of order `t ^ N`
near zero field has only zero coefficients. -/
theorem coeff_eq_zero (N : ℕ) : ∀ (c : ℕ → ℝ) (K δ : ℝ), 0 < δ →
    (∀ t : ℝ, t ≠ 0 → |t| < δ → |∑ k ∈ Finset.range N, c k * t ^ k| ≤ K * |t| ^ N) →
    ∀ k < N, c k = 0 := by
  induction N with
  | zero => intro c K δ _ _ k hk; omega
  | succ N ih =>
    intro c K δ hδ h
    -- the limit of zero field isolates the lowest coefficient
    have h0 : c 0 = 0 := by
      have hc : Continuous (fun t : ℝ => |∑ k ∈ Finset.range (N + 1), c k * t ^ k|) := by
        fun_prop
      have hr : Continuous (fun t : ℝ => K * |t| ^ (N + 1)) := by fun_prop
      have hle : |∑ k ∈ Finset.range (N + 1), c k * (0 : ℝ) ^ k|
          ≤ K * |(0 : ℝ)| ^ (N + 1) := by
        refine le_of_tendsto_of_tendsto (b := 𝓝[≠] (0 : ℝ))
          ((hc.tendsto 0).mono_left nhdsWithin_le_nhds)
          ((hr.tendsto 0).mono_left nhdsWithin_le_nhds) ?_
        filter_upwards [self_mem_nhdsWithin,
          mem_nhdsWithin_of_mem_nhds (Metric.ball_mem_nhds (0 : ℝ) hδ)] with t ht hb
        exact h t ht (by simpa using hb)
      simpa [Finset.sum_range_succ'] using hle
    intro k hk
    cases k with
    | zero => exact h0
    | succ k =>
      refine ih (fun j => c (j + 1)) K δ hδ (fun t ht htδ => ?_) k (by omega)
      have h1 := h t ht htδ
      have e : ∑ k ∈ Finset.range (N + 1), c k * t ^ k
          = t * ∑ k ∈ Finset.range N, c (k + 1) * t ^ k := by
        rw [Finset.sum_range_succ', h0, zero_mul, add_zero, Finset.mul_sum]
        exact Finset.sum_congr rfl (fun j _ => by ring)
      rw [e, abs_mul] at h1
      refine le_of_mul_le_mul_left ?_ (abs_pos.mpr ht)
      calc |t| * |∑ k ∈ Finset.range N, c (k + 1) * t ^ k| ≤ K * |t| ^ (N + 1) := h1
        _ = |t| * (K * |t| ^ N) := by ring
```

For two expansions of one function, the triangle inequality bounds the difference of the polynomials on the smaller of the two field intervals, and the lemma applies to `a j - b j`.

```lean
/-- Two expansions of the same energy through the same order have equal coefficients. -/
theorem expansion_unique {f : ℝ → ℝ} {a b : ℕ → ℝ} {N : ℕ}
    (ha : HasExpansion f a N) (hb : HasExpansion f b N) : ∀ k < N, a k = b k := by
  obtain ⟨K₁, δ₁, hδ₁, h₁⟩ := ha
  obtain ⟨K₂, δ₂, hδ₂, h₂⟩ := hb
  intro k hk
  refine sub_eq_zero.mp (coeff_eq_zero N (fun j => a j - b j) (K₁ + K₂) (min δ₁ δ₂)
    (lt_min hδ₁ hδ₂) (fun t _ ht => ?_) k hk)
  have i₁ := abs_le.mp (h₁ t (ht.trans_le (min_le_left _ _)))
  have i₂ := abs_le.mp (h₂ t (ht.trans_le (min_le_right _ _)))
  simp only [sub_mul, Finset.sum_sub_distrib]
  rw [abs_le]
  constructor <;> linarith [i₁.1, i₁.2, i₂.1, i₂.2]
```

The main theorem takes one region `S` and one set of constants `L` and `C` for all fields with |t| < δ. Its conclusion has two parts: the relaxed energy has the trial coefficients `a` as an expansion, and any other expansion `b` of it agrees with `a` for every k ≤ 2n+1. For n = 0 this says that the unperturbed orbitals determine the energy through first order.

Several inputs are assumed. `hstat` supplies the relaxed orbitals and the Lipschitz gradient on the convex region `S`, `hmem` keeps the truncated series inside that region, `hresp` says that the series approximates the relaxed orbitals up to an error of order t^(n+1), and `ha` supplies the trial expansion. In Hartree-Fock theory `hresp` stands for correctly solved response equations and a relaxed solution that varies smoothly with the field. The theorem neither derives those equations nor gives the working formulas by which each energy derivative is assembled from the responses. The space `V` is linear and the full gradient must vanish, with no separate orthonormality constraint. Orbital rotations meet this requirement by building orthonormality into the parameters.

The proof of `key` adds the remainder of the trial expansion to the bound from `wigner_bound`, and `expansion_unique` then gives the second part.

```lean
/-- Wigner's 2n+1 rule: if the response series through order `n` gives the relaxed orbitals up to an
error of order `t ^ (n + 1)`, and the energy is stationary there with a uniformly Lipschitz
gradient, the energy evaluated on the series has the same expansion coefficients as the relaxed
energy through order `2 * n + 1`. -/
theorem wigner_two_n_plus_one {E : V → ℝ → ℝ} {S : Set V} {L C δ : ℝ} {xs : ℝ → V}
    {x : ℕ → V} {n : ℕ} {a : ℕ → ℝ} (hδ : 0 < δ)
    (hstat : ∀ t, |t| < δ → IsStationaryOn (fun z => E z t) S L (xs t))
    (hmem : ∀ t, |t| < δ → orbitalResponse x n t ∈ S)
    (hresp : ∀ t, |t| < δ → ‖orbitalResponse x n t - xs t‖ ≤ C * |t| ^ (n + 1))
    (ha : HasExpansion (fun t => E (orbitalResponse x n t) t) a (2 * n + 2)) :
    HasExpansion (fun t => E (xs t) t) a (2 * n + 2) ∧
      ∀ b, HasExpansion (fun t => E (xs t) t) b (2 * n + 2) →
        ∀ k ≤ 2 * n + 1, b k = a k := by
  have key : HasExpansion (fun t => E (xs t) t) a (2 * n + 2) := by
    obtain ⟨K, δ', hδ', hK⟩ := ha
    refine ⟨K + L * C ^ 2 / 2, min δ δ', lt_min hδ hδ', fun t ht => ?_⟩
    have ht1 := ht.trans_le (min_le_left _ _)
    have hw := abs_le.mp (wigner_bound (E := E) (xs := xs) (y := orbitalResponse x n)
      (hstat t ht1) (hmem t ht1) (hresp t ht1))
    have hk := abs_le.mp (hK t (ht.trans_le (min_le_right _ _)))
    have hp : |t| ^ (2 * n + 2) = t ^ (2 * n + 2) := Even.pow_abs ⟨n + 1, by ring⟩ t
    rw [hp] at hk ⊢
    rw [abs_le]
    constructor <;> linarith [hw.1, hw.2, hk.1, hk.2]
  exact ⟨key, fun b hb k hk => expansion_unique hb key k (by omega)⟩
```

## A harmonic model that attains the bound

The model has one real orbital parameter, so `V` is the real line.

```lean
/-- A harmonic energy of stiffness `L` in one orbital parameter `x`, with a linear coupling
of order `n + 1` in the field `t`. -/
def modelEnergy (L C : ℝ) (n : ℕ) (x t : ℝ) : ℝ :=
  L / 2 * (x * x) - L * C * t ^ (n + 1) * x
```

The theorem checks three things for nonnegative `L` and `C`: the stationarity conditions hold on the whole line, the orbital error is exactly C|t|^(n+1), and the energy error equals the bound. `hd` and `hf` compute the derivative, first as a number and then as a linear functional. The Lipschitz condition follows from the difference L(x − y), and the energy error from direct expansion.

```lean
/-- In the harmonic model the unrelaxed orbital `0` is in error by exactly
`C * |t| ^ (n + 1)`, and its energy by exactly `L * C ^ 2 * t ^ (2 * n + 2) / 2`. -/
theorem wigner_bound_sharp {L C : ℝ} (hL : 0 ≤ L) (hC : 0 ≤ C) (n : ℕ) (t : ℝ) :
    IsStationaryOn (fun x => modelEnergy L C n x t) Set.univ L (C * t ^ (n + 1)) ∧
      ‖0 - C * t ^ (n + 1)‖ = C * |t| ^ (n + 1) ∧
      |modelEnergy L C n 0 t - modelEnergy L C n (C * t ^ (n + 1)) t|
        = L * C ^ 2 * t ^ (2 * n + 2) / 2 := by
  have hd : ∀ x, HasDerivAt (fun u => modelEnergy L C n u t)
      (L * (x - C * t ^ (n + 1))) x := by
    intro x
    have h := (((hasDerivAt_id' x).fun_mul (hasDerivAt_id' x)).const_mul (L / 2)).fun_sub
      ((hasDerivAt_id' x).const_mul (L * C * t ^ (n + 1)))
    exact h.congr_deriv (by ring)
  have hf : ∀ x v, fderiv ℝ (fun u => modelEnergy L C n u t) x v
      = v * (L * (x - C * t ^ (n + 1))) := by
    intro x v
    rw [fderiv_eq_smul_deriv, (hd x).deriv, smul_eq_mul]
  refine ⟨⟨convex_univ, Set.mem_univ _, hL, fun x _ => (hd x).differentiableAt, ?_, ?_⟩,
    ?_, ?_⟩
  · intro x _ y _
    refine ContinuousLinearMap.opNorm_le_bound _ (by positivity) (fun v => le_of_eq ?_)
    have e : v * (L * (x - C * t ^ (n + 1))) - v * (L * (y - C * t ^ (n + 1)))
        = L * (x - y) * v := by ring
    rw [sub_apply, hf, hf, e, norm_mul, norm_mul,
      Real.norm_of_nonneg hL]
  · refine ContinuousLinearMap.ext (fun v => ?_)
    rw [hf]
    simp
  · rw [zero_sub, norm_neg, norm_mul, norm_pow, Real.norm_of_nonneg hC, Real.norm_eq_abs]
  · have e : modelEnergy L C n 0 t - modelEnergy L C n (C * t ^ (n + 1)) t
        = L * C ^ 2 * (t ^ (n + 1)) ^ 2 / 2 := by
      unfold modelEnergy
      ring
    rw [e, abs_of_nonneg (by positivity)]
    ring

end

end WignerRule
```

```lean
#print axioms WignerRule.wigner_two_n_plus_one
#print axioms WignerRule.wigner_bound_sharp
```

```
'WignerRule.wigner_two_n_plus_one' depends on axioms: [propext, Classical.choice, Quot.sound]
'WignerRule.wigner_bound_sharp' depends on axioms: [propext, Classical.choice, Quot.sound]
```
